# The 1/3 magnetisation plateau of Ising spins on triangle nets that allow one down spin per triangle

The lattice is described here only by its triangles, as a finite family of three-site sets with every site in exactly two of them, and it has neither coordinates nor a separate list of bonds. Classical Ising spins s_i = ±1 sit on the sites, with an energy J s_i s_j for each pair in each triangle and −h s_i for each site in a field. If the spins can be arranged with exactly one down spin in every triangle, then for 0 < h < 4J the ground states are exactly these arrangements, and on a nonempty net their mean spin is 1/3.

In Lean 4 with Mathlib:

```lean
import Mathlib

open Finset

namespace MagnetisationPlateau

noncomputable section

/-- A net of triangles: every triangle has three sites and every site lies in exactly two triangles.
-/
structure TriangleNet (V T : Type*) [DecidableEq V] [Fintype T] where
  /-- The sites of a triangle. -/
  tri : T → Finset V
  card_tri : ∀ t, (tri t).card = 3
  two_tri : ∀ i, (univ.filter (fun t => i ∈ tri t)).card = 2

variable {V T : Type*} [Fintype V] [DecidableEq V] [Fintype T]

/-- Every spin is up (+1) or down (-1). -/
def IsIsing (s : V → ℝ) : Prop := ∀ i, s i = 1 ∨ s i = -1

/-- The sum of the products `s i * s j` over the pairs of distinct sites in `A`, each pair
counted once. -/
def pairSum (A : Finset V) (s : V → ℝ) : ℝ :=
  (1 / 2) * ∑ i ∈ A, ∑ j ∈ A.erase i, s i * s j

/-- The Ising energy with coupling `J` on the pairs of every triangle, in a field `h`. -/
def energy (N : TriangleNet V T) (J h : ℝ) (s : V → ℝ) : ℝ :=
  J * ∑ t, pairSum (N.tri t) s - h * ∑ i, s i

/-- A spin configuration whose energy is least among all spin configurations. -/
def IsGroundState (N : TriangleNet V T) (J h : ℝ) (s : V → ℝ) : Prop :=
  IsIsing s ∧ ∀ s', IsIsing s' → energy N J h s ≤ energy N J h s'

/-- Every triangle holds exactly one down spin. -/
def OneMinus (N : TriangleNet V T) (s : V → ℝ) : Prop :=
  ∀ t, ∃! i, i ∈ N.tri t ∧ s i = -1

/-- The mean spin per site, for a nonempty set of sites. -/
def magnetisation (s : V → ℝ) : ℝ := (∑ i, s i) / Fintype.card V

omit [Fintype V] in
/-- The pair sum of a triangle of Ising spins is fixed by its total spin. -/
theorem pairSum_eq {A : Finset V} (hA : A.card = 3) {s : V → ℝ} (hs : IsIsing s) :
    pairSum A s = ((∑ i ∈ A, s i) ^ 2 - 3) / 2 := by
  have h1 : ∀ i ∈ A, ∑ j ∈ A.erase i, s i * s j = s i * (∑ j ∈ A, s j) - 1 := by
    intro i hi
    have h2 : s i * s i = 1 := by
      rcases hs i with h | h <;> rw [h] <;> norm_num
    rw [← mul_sum, sum_erase_eq_sub hi, mul_sub, h2]
  unfold pairSum
  rw [sum_congr rfl h1, sum_sub_distrib, ← sum_mul, sum_const, hA, nsmul_eq_mul]
  push_cast
  ring

omit [Fintype V] in
/-- The total spin of a triangle of Ising spins is 3, 1, -1 or -3. -/
theorem triangle_spin {A : Finset V} (hA : A.card = 3) {s : V → ℝ} (hs : IsIsing s) :
    ∑ i ∈ A, s i = 3 ∨ ∑ i ∈ A, s i = 1 ∨ ∑ i ∈ A, s i = -1 ∨ ∑ i ∈ A, s i = -3 := by
  obtain ⟨a, b, c, hab, hac, hbc, rfl⟩ := card_eq_three.mp hA
  have h1 : ∑ i ∈ ({a, b, c} : Finset V), s i = s a + (s b + s c) := by
    rw [sum_insert (by simp [hab, hac]), sum_insert (by simp [hbc]), sum_singleton]
  rw [h1]
  rcases hs a with ha | ha <;> rcases hs b with hb | hb <;> rcases hs c with hc | hc <;>
    rw [ha, hb, hc] <;> norm_num

omit [Fintype V] in
/-- A triangle of Ising spins holds exactly one down spin if and only if its total spin is 1. -/
theorem one_minus_iff {A : Finset V} (hA : A.card = 3) {s : V → ℝ} (hs : IsIsing s) :
    (∃! i, i ∈ A ∧ s i = -1) ↔ ∑ i ∈ A, s i = 1 := by
  constructor
  · rintro ⟨i, ⟨hi, hm⟩, hu⟩
    have h1 : ∀ j ∈ A.erase i, s j = 1 := fun j hj => (hs j).resolve_right fun h =>
      ne_of_mem_erase hj (hu j ⟨mem_of_mem_erase hj, h⟩)
    rw [← add_sum_erase A s hi, hm, sum_congr rfl h1, sum_const, card_erase_of_mem hi, hA]
    norm_num
  · intro h
    -- without a down spin the total would be 3
    have hex : ∃ i ∈ A, s i = -1 := by
      by_contra hn
      have h1 : ∀ i ∈ A, s i = 1 := fun i hi =>
        (hs i).resolve_right fun hm => hn ⟨i, hi, hm⟩
      rw [sum_congr rfl h1, sum_const, hA] at h
      norm_num at h
    obtain ⟨i, hi, hm⟩ := hex
    refine ⟨i, ⟨hi, hm⟩, fun j ⟨hj, hjm⟩ => ?_⟩
    -- with two down spins the total would be at most -1
    by_contra hne
    have hj' : j ∈ A.erase i := mem_erase.2 ⟨hne, hj⟩
    have hb : ∑ k ∈ (A.erase i).erase j, s k ≤ 1 := by
      calc ∑ k ∈ (A.erase i).erase j, s k ≤ ∑ k ∈ (A.erase i).erase j, (1 : ℝ) :=
            sum_le_sum fun k _ => by rcases hs k with h | h <;> linarith
        _ = 1 := by
            rw [sum_const, card_erase_of_mem hj', card_erase_of_mem hi, hA]
            norm_num
    have e1 := add_sum_erase A s hi
    have e2 := add_sum_erase (A.erase i) s hj'
    linarith

/-- Adding up the total spins of all triangles counts every site twice. -/
theorem sum_triangles (N : TriangleNet V T) (s : V → ℝ) :
    ∑ t, ∑ i ∈ N.tri t, s i = 2 * ∑ i, s i := by
  have h1 : ∀ t, ∑ i ∈ N.tri t, s i = ∑ i, if i ∈ N.tri t then s i else 0 :=
    fun t => by simp
  rw [sum_congr rfl (fun t _ => h1 t), sum_comm, mul_sum]
  refine sum_congr rfl fun i _ => ?_
  rw [← sum_filter, sum_const, N.two_tri i, nsmul_eq_mul]
  norm_num

/-- The energy of an Ising configuration is a sum of terms that depend only on the total spin
of each triangle. -/
theorem energy_eq (N : TriangleNet V T) (J h : ℝ) {s : V → ℝ} (hs : IsIsing s) :
    energy N J h s =
      ∑ t, (J * (((∑ i ∈ N.tri t, s i) ^ 2 - 3) / 2) - h / 2 * ∑ i ∈ N.tri t, s i) := by
  unfold energy
  rw [sum_congr rfl (fun t _ => pairSum_eq (N.card_tri t) hs), sum_sub_distrib,
    ← mul_sum, ← mul_sum, sum_triangles]
  ring

/-- If all triangles of an Ising configuration have the same total spin `m`, the energy is the
number of triangles times one triangle term. -/
theorem energy_uniform (N : TriangleNet V T) (J h m : ℝ) {s : V → ℝ} (hs : IsIsing s)
    (hm : ∀ t, ∑ i ∈ N.tri t, s i = m) :
    energy N J h s = Fintype.card T * (J * ((m ^ 2 - 3) / 2) - h / 2 * m) := by
  rw [energy_eq N J h hs, sum_congr rfl (fun t _ => by rw [hm t]), sum_const, card_univ,
    nsmul_eq_mul]

/-- For `0 < h < 4J`, and if some Ising configuration has one down spin in every triangle, the
ground states are exactly the Ising configurations of this kind. -/
theorem groundState_iff (N : TriangleNet V T) {J h : ℝ} (h0 : 0 < h) (h4 : h < 4 * J)
    {s₀ : V → ℝ} (hs₀ : IsIsing s₀) (hm₀ : OneMinus N s₀) (s : V → ℝ) :
    IsGroundState N J h s ↔ IsIsing s ∧ OneMinus N s := by
  -- one triangle: total spin 1 is the unique minimum
  have key : ∀ x : ℝ, (x = 3 ∨ x = 1 ∨ x = -1 ∨ x = -3) →
      -J - h / 2 ≤ J * ((x ^ 2 - 3) / 2) - h / 2 * x ∧
      (-J - h / 2 = J * ((x ^ 2 - 3) / 2) - h / 2 * x → x = 1) := by
    intro x hx
    rcases hx with rfl | rfl | rfl | rfl <;> exact ⟨by linarith, fun e => by linarith⟩
  have bound : ∀ s', IsIsing s' → ∑ _t : T, (-J - h / 2) ≤ energy N J h s' := by
    intro s' hs'
    rw [energy_eq N J h hs']
    exact sum_le_sum fun t _ => (key _ (triangle_spin (N.card_tri t) hs')).1
  have attained : ∀ s', IsIsing s' → OneMinus N s' →
      energy N J h s' = ∑ _t : T, (-J - h / 2) := by
    intro s' hs' hm'
    rw [energy_uniform N J h 1 hs' fun t => (one_minus_iff (N.card_tri t) hs').1 (hm' t),
      sum_const, card_univ, nsmul_eq_mul]
    ring
  constructor
  · rintro ⟨hs, hmin⟩
    -- the bound is saturated, hence saturated in every triangle
    have heq := le_antisymm (bound s hs) ((hmin s₀ hs₀).trans_eq (attained s₀ hs₀ hm₀))
    rw [energy_eq N J h hs, sum_eq_sum_iff_of_le
      (fun t _ => (key _ (triangle_spin (N.card_tri t) hs)).1)] at heq
    exact ⟨hs, fun t => (one_minus_iff (N.card_tri t) hs).2
      ((key _ (triangle_spin (N.card_tri t) hs)).2 (heq t (mem_univ t)))⟩
  · rintro ⟨hs, hm⟩
    exact ⟨hs, fun s' hs' => (attained s hs hm).trans_le (bound s' hs')⟩

/-- On a nonempty net, an Ising configuration with one down spin in every triangle has mean
spin 1/3. -/
theorem magnetisation_eq [Nonempty V] (N : TriangleNet V T) {s : V → ℝ} (hs : IsIsing s)
    (hm : OneMinus N s) : magnetisation s = 1 / 3 := by
  have h1 := sum_triangles N s
  rw [sum_congr rfl (fun t _ => (one_minus_iff (N.card_tri t) hs).1 (hm t))] at h1
  have h2 := sum_triangles N (fun _ => (1 : ℝ))
  simp [N.card_tri] at h1 h2
  have hV : (Fintype.card V : ℝ) ≠ 0 := Nat.cast_ne_zero.2 Fintype.card_ne_zero
  unfold magnetisation
  rw [div_eq_iff hV]
  linarith

/-- If a configuration with one down spin in every triangle is a ground state, and there is at
least one triangle, then `0 ≤ h ≤ 4J`. -/
theorem field_range [Nonempty T] (N : TriangleNet V T) {J h : ℝ} {s : V → ℝ}
    (hg : IsGroundState N J h s) (hm : OneMinus N s) : 0 ≤ h ∧ h ≤ 4 * J := by
  have hT : (0 : ℝ) < Fintype.card T := Nat.cast_pos.2 Fintype.card_pos
  have hS := fun t => (one_minus_iff (N.card_tri t) hg.1).1 (hm t)
  have hneg : IsIsing (fun i => -s i) := fun i => by
    rcases hg.1 i with h | h <;> simp [h]
  have hup : IsIsing (fun _ : V => (1 : ℝ)) := fun _ => Or.inl rfl
  -- compare with the reversed and with the fully polarised configuration
  have e1 := hg.2 _ hneg
  have e2 := hg.2 _ hup
  rw [energy_uniform N J h 1 hg.1 hS,
    energy_uniform N J h (-1) hneg fun t => by rw [sum_neg_distrib, hS t]] at e1
  rw [energy_uniform N J h 1 hg.1 hS,
    energy_uniform N J h 3 hup fun t => by simp [N.card_tri t]] at e2
  have f1 := le_of_mul_le_mul_left e1 hT
  have f2 := le_of_mul_le_mul_left e2 hT
  constructor <;> linarith

/-- The cell offsets that join the three sublattices in the second kind of kagome triangle. -/
def shift (L : ℕ) : Fin 3 → ZMod L × ZMod L := ![(0, 0), (1, 0), (0, 1)]

/-- The kagome lattice of `L × L` cells with periodic boundaries, `L` nonzero: three sites and
two triangles per cell. -/
def kagome (L : ℕ) [NeZero L] :
    TriangleNet ((ZMod L × ZMod L) × Fin 3) ((ZMod L × ZMod L) × Bool) where
  tri t := univ.image fun k => (t.1 - (if t.2 then shift L k else 0), k)
  card_tri t := by
    rw [card_image_of_injective _ (fun a b h => congrArg Prod.snd h)]
    simp
  two_tri := by
    rintro ⟨x, k⟩
    have h1 : (univ.filter fun t : (ZMod L × ZMod L) × Bool => (x, k) ∈
        univ.image fun k => (t.1 - (if t.2 then shift L k else 0), k)) =
        {(x, false), (x + shift L k, true)} := by
      ext ⟨g, b⟩
      cases b <;> simp [sub_eq_iff_eq_add]
    rw [h1, card_pair (by simp)]

/-- The kagome configuration with one sublattice down and the other two up. -/
def stripe (L : ℕ) (p : (ZMod L × ZMod L) × Fin 3) : ℝ := if p.2 = 0 then -1 else 1

/-- On the periodic kagome lattice, the configuration with one sublattice down is an Ising
configuration with one down spin in every triangle. -/
theorem kagome_witness (L : ℕ) [NeZero L] :
    IsIsing (stripe L) ∧ OneMinus (kagome L) (stripe L) := by
  constructor
  · intro p
    unfold stripe
    split_ifs <;> simp
  · intro t
    refine ⟨(t.1 - (if t.2 then shift L 0 else 0), 0),
      ⟨mem_image.2 ⟨0, mem_univ _, rfl⟩, by simp [stripe]⟩, ?_⟩
    rintro p ⟨hp, hm⟩
    obtain ⟨k, -, rfl⟩ := mem_image.1 hp
    have hk : k = 0 := by
      by_contra hk
      norm_num [stripe, hk] at hm
    subst hk
    rfl

/-- On the periodic kagome lattice every ground state has mean spin 1/3 for all fields
`0 < h < 4J`. -/
theorem kagome_plateau (L : ℕ) [NeZero L] {J h : ℝ} (h0 : 0 < h) (h4 : h < 4 * J)
    {s : (ZMod L × ZMod L) × Fin 3 → ℝ} (hg : IsGroundState (kagome L) J h s) :
    magnetisation s = 1 / 3 := by
  obtain ⟨hs₀, hm₀⟩ := kagome_witness L
  obtain ⟨hs, hm⟩ := (groundState_iff (kagome L) h0 h4 hs₀ hm₀ s).1 hg
  exact magnetisation_eq (kagome L) hs hm

end

end MagnetisationPlateau
```

```lean
#print axioms MagnetisationPlateau.magnetisation_eq
#print axioms MagnetisationPlateau.field_range
#print axioms MagnetisationPlateau.kagome_plateau
```

```
'MagnetisationPlateau.magnetisation_eq' depends on axioms: [propext, Classical.choice, Quot.sound]
'MagnetisationPlateau.field_range' depends on axioms: [propext, Classical.choice, Quot.sound]
'MagnetisationPlateau.kagome_plateau' depends on axioms: [propext, Classical.choice, Quot.sound]
```

## Sites, triangles and energy

The type `V` holds the sites and `T` labels the triangles. A `TriangleNet` assigns to each label t the site set `tri t`; the field `card_tri` says that this set has three elements, and `two_tri` says that each site belongs to two triangles. The kagome lattice is the standard example.

A configuration is a real function s on the sites, and `IsIsing s` restricts its values to +1 and −1. Its energy is

E(s) = J Σ_t P_t − h Σ_i s_i,

where P_t is the sum of s_i s_j over the three pairs of triangle t. The definition `pairSum` runs over ordered pairs of distinct sites and halves the result, so each pair counts once per triangle. If two triangles share a pair of sites, that bond enters the energy twice.

With this sign convention a positive J is antiferromagnetic: it favours opposite spins, which a triangle cannot achieve on all three of its pairs. The number h is the magnetic moment of a site times the applied field, and positive h favours up spins. The window 0 < h < 4J already forces J > 0, so this is not a separate hypothesis.

`IsGroundState N J h s` means that s is an Ising configuration and that no Ising configuration has lower energy. `OneMinus N s` says that every triangle contains exactly one site with s_i = −1; an Ising configuration with this property is called a one-minus configuration below. `magnetisation s` is the total spin divided by the number of sites, so it is measured in units of its saturation value.

## What is proved about the plateau

The theorem `groundState_iff` takes a net, a field in the open window and one Ising configuration `s₀` with one down spin per triangle. It concludes that an arbitrary s is a ground state if and only if it is an Ising configuration of the same kind. The configuration `s₀` stands for the geometric possibility of minimising all triangles at once. If a net had no such configuration, the equivalence would fail, because a finite set of configurations always has a minimiser.

The theorem `magnetisation_eq` says that every one-minus configuration on a nonempty net has mean spin 1/3. Together the two results describe a plateau: the field changes inside the window, but the magnetisation of the ground states does not.

The theorem `field_range` goes in the other direction. If there is at least one triangle and a one-minus configuration is a ground state, then 0 ≤ h ≤ 4J. The endpoints appear here but not in the window above, because other configurations tie there: the reversed configuration at h = 0 and the fully polarised one at h = 4J.

For the periodic kagome lattice of L × L cells, `kagome_plateau` needs no assumed configuration, since one is constructed. For L ≥ 2 every bond lies in a single triangle, and the energy is the usual nearest-neighbour one. For L = 1 the two triangles have the same three sites, so each bond counts twice.

The model is classical, finite and at zero temperature, with one coupling and no interactions beyond the triangles. Within these limits the result gives a check for simulation code: an annealing run with this energy and spins ±1 on the periodic kagome lattice with L ≥ 2 that reaches a ground state inside the window must report a mean spin of 1/3.

## Splitting the energy into triangle terms

Let S_t be the total spin of triangle t. For a site i in the triangle, s_i² = 1, so the products with the other two sites add up to

Σ_{j≠i} s_i s_j = s_i S_t − s_i² = s_i S_t − 1.

Summing over the three sites gives S_t² − 3, with each pair counted twice. Hence

P_t = (S_t² − 3)/2.

This is `pairSum_eq`, where `sum_erase_eq_sub` writes the sum over the other sites as the full sum minus one term.

Next, add S_t over all triangles. Each site appears in two of them, so

Σ_t S_t = 2 Σ_i s_i.

The lemma `sum_triangles` proves this by exchanging the two sums with `sum_comm` and then using `two_tri`. The field term can therefore be shared among the triangles, and `energy_eq` records the result:

E(s) = Σ_t ε(S_t), with ε(S) = J(S² − 3)/2 − hS/2.

If every triangle has the same total spin m, the energy is the number of triangles times ε(m), which is `energy_uniform`.

## Minimising one triangle, then all of them

Three spins ±1 can only add up to 3, 1, −1 or −3; `triangle_spin` checks the eight cases. The corresponding energies are

ε(3) = 3J − 3h/2
ε(1) = −J − h/2
ε(−1) = −J + h/2
ε(−3) = 3J + 3h/2.

Measured from ε(1), the other three lie higher by

ε(3) − ε(1) = 4J − h
ε(−1) − ε(1) = h
ε(−3) − ε(1) = 4J + 2h.

All three differences are positive for 0 < h < 4J, so S = 1 is the unique minimum. In the proof of `groundState_iff` this is the statement `key`, settled by `linarith` in each of the four cases.

A triangle with n down spins has total spin 3 − 2n, so S = 1 means exactly one down spin. The lemma `one_minus_iff` proves this equivalence. In one direction it separates the down spin from the other two. In the other it rules out no down spin, where the total would be 3, and two different down spins, where the total would be at most −1.

Write |T| for the number of triangles. Every Ising configuration satisfies

E(s) ≥ |T| (−J − h/2),

which is the step `bound`, and a one-minus configuration reaches equality, which is the step `attained`. So every one-minus configuration is a ground state.

Conversely, a ground state s has energy at most E(s₀), which equals the lower bound. Its triangle terms are each at least −J − h/2, and their sum equals the sum of these lower bounds, so no single term can lie above its bound. The Mathlib lemma `sum_eq_sum_iff_of_le` supplies this step. By uniqueness of the minimum S_t = 1 for every t, and s has one down spin in each triangle.

## Mean spin and the limits of the field

Let |V| be the number of sites. For a one-minus configuration the double-counting identity reads

|T| = 2 Σ_i s_i.

The same identity for the constant function 1 reads

3|T| = 2|V|.

Together they give Σ_i s_i = |V|/3, and division by |V| ≠ 0 gives 1/3. The proof of `magnetisation_eq` applies `sum_triangles` to these same two functions.

For `field_range`, suppose that a one-minus configuration is a ground state. Reversing all spins gives S_t = −1 everywhere, and turning all spins up gives S_t = 3. Neither may have lower energy, so after division by |T| > 0

ε(1) ≤ ε(−1), hence h ≥ 0
ε(1) ≤ ε(3), hence h ≤ 4J.

## The periodic kagome lattice

A kagome site is a pair (x, k) of a cell x and a sublattice k = 0, 1, 2. Each cell g carries two triangles, labelled by a Boolean. The one labelled `false` contains the sites (g, k), and the one labelled `true` contains the sites (g − shift(k), k), where `shift` takes the values (0,0), (1,0) and (0,1). The site (x, k) therefore lies in the `false` triangle of cell x and the `true` triangle of cell x + shift(k), and in no other.

Every triangle has one site on each sublattice. The configuration `stripe`, with sublattice 0 down and the other two up, thus has one down spin per triangle, as `kagome_witness` shows. Using it as `s₀` in `groundState_iff` and then applying `magnetisation_eq` yields `kagome_plateau`.
